# The least mean-square error in replacing a k-site cluster function by smaller clusters is (1 − m²)ᵏ in a random binary alloy of mean spin m

Q: I fit a cluster expansion to computed energies of a binary alloy near one composition. I drop a triplet term $J\,s_1s_2s_3$ and refit the pair, point and constant terms. How much of the dropped term is beyond repair?

A: If the sites are occupied independently with mean spin $m$, and the rest of the energy already lies in the terms you keep, the best refit leaves a mean-square error $J^2(1-m^2)^3$. For a cluster of $k$ sites the power is $k$. With a fraction $x$ of the species called $+1$, $m=2x-1$ and $1-m^2=4x(1-x)$, so the error falls towards the dilute limits.

Q: Derive it before you show me any code.

A: Let $\Phi_S=\prod_{i\in S}s_i$ be the cluster function of a set $S$ of $k$ sites, and let $\langle\cdot\rangle$ be the average with $P(s_i=\pm1)=(1\pm m)/2$. Then $\langle s_i\rangle=m$, and since $s_i^2=1$,
$$\langle(s_i-m)^2\rangle=1-2m^2+m^2=1-m^2 .$$
Put $F_S=\prod_{i\in S}(s_i-m)$. Independence gives $\langle F_S^2\rangle=(1-m^2)^k$.

If a cluster $T$ has fewer than $k$ sites, some site $j$ of $S$ is missing from it. The average $\langle F_S\Phi_T\rangle$ then contains the factor $\langle s_j-m\rangle=0$. By linearity $\langle F_S\,g\rangle=0$ for every combination $g$ of such clusters.

Multiplying out,
$$F_S=\sum_{T\subseteq S}(-m)^{k-|T|}\Phi_T .$$
The term $T=S$ is $\Phi_S$ itself, so the refit $R=\Phi_S-F_S$ contains only smaller clusters. For any allowed $g$, write $\Phi_S-g=F_S+(R-g)$. The cross term averages to zero because $R-g$ is also allowed, and
$$\langle(\Phi_S-g)^2\rangle=(1-m^2)^k+\langle(R-g)^2\rangle .$$
The minimum is at $g=R$. If $|m|<1$, every configuration has positive probability, so no other $g$ reaches it.

Q: Try it with numbers.

A: Take a pair at $m=\tfrac12$, so a spin is up with probability $\tfrac34$. The refit is $R=\tfrac12s_1+\tfrac12s_2-\tfrac14$. The errors $s_1s_2-R$ are $\tfrac14$ for $++$, $-\tfrac34$ for each mixed configuration and $\tfrac94$ for $--$, with probabilities $\tfrac9{16}$, $\tfrac3{16}$ twice and $\tfrac1{16}$. The mean square is $(9+54+81)/256=\tfrac9{16}=(1-\tfrac14)^2$. Dropping the pair without a refit would cost $1$.

Q: Now the formal version. What is an alloy there?

A: A finite type `ι` of sites, with no lattice geometry.

In Lean 4 with Mathlib:

```lean
import Mathlib

open Finset

namespace ClusterTruncation

noncomputable section

variable {ι : Type*} [Fintype ι] [DecidableEq ι]
```

A configuration `s` assigns a Boolean to each site. The textbook spin $s_i$ is therefore `spin (s i)`, not `s i`.

```lean
/-- The spin value `+1` or `-1` of a site, according to which of two species occupies it. -/
def spin : Bool → ℝ
  | true => 1
  | false => -1
```

Each configuration gets the product of its one-site probabilities, and an average is a finite weighted sum.

```lean
/-- The weight of a configuration when the sites are independent and each spin has mean `m`. -/
def weight (m : ℝ) (s : ι → Bool) : ℝ := ∏ i, (1 + m * spin (s i)) / 2

/-- The average of a function of the configuration in the random alloy with mean spin `m`. -/
def avg (m : ℝ) (f : (ι → Bool) → ℝ) : ℝ := ∑ s, weight m s * f s
```

Q: And the word "cluster"?

A: `cluster S` is the function $\Phi_S$; the set of sites is `S`. `fluct m S` is $F_S$.

```lean
/-- The cluster function of `S`: the product of the spins on the sites of `S`. -/
def cluster {ι : Type*} (S : Finset ι) (s : ι → Bool) : ℝ := ∏ i ∈ S, spin (s i)

/-- The product over `S` of the deviations of the spins from `m`. -/
def fluct {ι : Type*} (m : ℝ) (S : Finset ι) (s : ι → Bool) : ℝ := ∏ i ∈ S, (spin (s i) - m)
```

The permitted approximations are all real linear combinations of cluster functions with strictly fewer than `k` sites, the constant included when $k\ge1$. The error is the mean-square difference.

```lean
/-- The truncated cluster expansions: all linear combinations of cluster functions with
fewer than `k` sites. -/
def lowOrder (ι : Type*) (k : ℕ) : Submodule ℝ ((ι → Bool) → ℝ) :=
  Submodule.span ℝ {f | ∃ T : Finset ι, T.card < k ∧ f = cluster T}

/-- The mean-square error made when `g` replaces the cluster function of `S`. -/
def sqError (m : ℝ) (S : Finset ι) (g : (ι → Bool) → ℝ) : ℝ :=
  avg m (fun s => (cluster S s - g s) ^ 2)
```

Q: My expansion has a cutoff radius, and equivalent clusters share a coefficient. Yours has neither.

A: Correct: the approximations may use small clusters anywhere, each with its own coefficient. The optimal refit uses only subclusters of `S`, so a cutoff that keeps those leaves the minimum unchanged. Shared coefficients are a further constraint and can raise the error for a single cluster function.

Q: What exactly is then claimed?

A: There are three final statements. For $|m|\le1$, `isLeast_sqError` says that $(1-m^2)^k$ is the error of some permitted approximation and that none has a smaller one. For $|m|<1$, `sqError_eq_iff` says that only $R$ attains it. For a nonempty cluster, `least_error_strictAnti` says that the least error is strictly smaller at $m'$ than at $m$ whenever $|m|<|m'|\le1$.

Q: Does the strict inequality in the uniqueness statement matter?

A: Yes, uniqueness can fail at $|m|=1$. At $m=1$, with a pair, only $++$ has nonzero weight. The constant $1$ and the refit $s_1+s_2-1$ both have error zero, yet they differ on $--$.

Q: My real worry is that alloys have short-range order.

A: That is the step the hypotheses leave open: passing from independent occupation to the configurations you actually average over, whether thermal or a training set. Even the composition is fixed here only on average. If two spins of mean $0$ are always equal, $s_1s_2=1$ and a constant reproduces it without error, whereas the formula for independent spins gives $1$.

Q: Where does independence enter the proof?

A: In the first lemma. It merges the weight with the one-site functions, and `Finset.prod_univ_sum` turns the sum over configurations of a product into a product of one-site sums.

```lean
/-- Independence of the sites: the average of a product of one-site functions is the product
of their one-site averages. -/
theorem avg_prod (m : ℝ) (f : ι → Bool → ℝ) :
    avg m (fun s => ∏ i, f i (s i)) =
      ∏ i, ((1 + m) / 2 * f i true + (1 - m) / 2 * f i false) := by
  unfold avg weight
  calc _ = ∑ s : ι → Bool, ∏ i, ((1 + m * spin (s i)) / 2 * f i (s i)) :=
        Finset.sum_congr rfl (fun s _ => Finset.prod_mul_distrib.symm)
    _ = ∏ i, ∑ b : Bool, ((1 + m * spin b) / 2 * f i b) := by
        rw [Finset.prod_univ_sum, Fintype.piFinset_univ]
    _ = _ := Finset.prod_congr rfl (fun i _ => by
        rw [Fintype.sum_bool]
        simp only [spin]
        ring)
```

For a product over `S` only, the missing sites are given the function $1$, whose one-site average is $1$.

```lean
/-- The average of the product over `S` of the same one-site function, taken at each site of `S`, is
the one-site average to the power `S.card`. -/
theorem avg_prod_cluster (m : ℝ) (S : Finset ι) (f : Bool → ℝ) :
    avg m (fun s => ∏ i ∈ S, f (s i)) =
      ((1 + m) / 2 * f true + (1 - m) / 2 * f false) ^ S.card := by
  have h : (fun s : ι → Bool => ∏ i ∈ S, f (s i)) =
      fun s => ∏ i, (if i ∈ S then f (s i) else 1) := by
    funext s
    rw [Finset.prod_ite_mem, Finset.univ_inter]
  have e : ∀ i, (1 + m) / 2 * (if i ∈ S then f true else 1) +
      (1 - m) / 2 * (if i ∈ S then f false else 1) =
      if i ∈ S then ((1 + m) / 2 * f true + (1 - m) / 2 * f false) else 1 := by
    intro i
    split_ifs <;> ring
  rw [h]
  refine (avg_prod m (fun i b => if i ∈ S then f b else 1)).trans
    ((Finset.prod_congr rfl fun i _ => e i).trans ?_)
  rw [Finset.prod_ite_mem, Finset.univ_inter, Finset.prod_const]
```

Two choices of the one-site function then give $\langle\Phi_S\rangle=m^k$, which confirms that $m$ is the mean spin, and $\langle F_S^2\rangle=(1-m^2)^k$.

```lean
/-- In the random alloy the cluster function of `k` sites has average `m ^ k`. -/
theorem avg_cluster (m : ℝ) (S : Finset ι) : avg m (cluster S) = m ^ S.card := by
  refine (avg_prod_cluster m S spin).trans ?_
  congr 1
  simp only [spin]
  ring

/-- The fluctuation product of `k` sites has mean square `(1 - m ^ 2) ^ k`. -/
theorem avg_fluct_sq (m : ℝ) (S : Finset ι) :
    avg m (fun s => fluct m S s ^ 2) = (1 - m ^ 2) ^ S.card := by
  have h : (fun s : ι → Bool => fluct m S s ^ 2) =
      fun s => ∏ i ∈ S, (spin (s i) - m) ^ 2 := by
    funext s
    simp only [fluct, Finset.prod_pow]
  rw [h]
  refine (avg_prod_cluster m S (fun b => (spin b - m) ^ 2)).trans ?_
  congr 1
  simp only [spin]
  ring
```

Q: And the orthogonality, for a whole span?

A: By induction on how an element of the span is built. For a single cluster `T`, counting sites yields an `i` in `S` but not in `T`, and its zero factor kills the product. Sums and scalar multiples follow by linearity.

```lean
/-- The fluctuation product of `S`, multiplied by any expansion in clusters that have fewer sites
than `S`, has average zero. -/
theorem avg_fluct_mul (m : ℝ) (S : Finset ι) {g : (ι → Bool) → ℝ}
    (hg : g ∈ lowOrder ι S.card) : avg m (fun s => fluct m S s * g s) = 0 := by
  unfold lowOrder at hg
  induction hg using Submodule.span_induction with
  | mem x hx =>
    obtain ⟨T, hT, rfl⟩ := hx
    -- some site of `S` is missing from the smaller cluster `T`
    obtain ⟨i, hiS, hiT⟩ : ∃ i, i ∈ S ∧ i ∉ T := by
      by_contra hc
      have hsub : S ⊆ T := fun i hi => by_contra fun hn => hc ⟨i, hi, hn⟩
      exact absurd (Finset.card_le_card hsub) (not_le_of_gt hT)
    have h : (fun s : ι → Bool => fluct m S s * cluster T s) = fun s =>
        ∏ i, ((if i ∈ S then spin (s i) - m else 1) * (if i ∈ T then spin (s i) else 1)) := by
      funext s
      rw [Finset.prod_mul_distrib, Finset.prod_ite_mem, Finset.prod_ite_mem,
        Finset.univ_inter, Finset.univ_inter]
      rfl
    rw [h]
    refine (avg_prod m (fun i b =>
      (if i ∈ S then spin b - m else 1) * (if i ∈ T then spin b else 1))).trans ?_
    -- its one-site average vanishes
    refine Finset.prod_eq_zero (Finset.mem_univ i) ?_
    simp only [hiS, hiT, if_true, if_false, spin]
    ring
  | zero => simp [avg]
  | add x y hx hy ihx ihy =>
    have h : avg m (fun s => fluct m S s * (x + y) s) =
        avg m (fun s => fluct m S s * x s) + avg m (fun s => fluct m S s * y s) := by
      simp only [avg, Pi.add_apply, mul_add, Finset.sum_add_distrib]
    rw [h, ihx, ihy, add_zero]
  | smul a x hx ih =>
    have h : avg m (fun s => fluct m S s * (a • x) s) =
        a * avg m (fun s => fluct m S s * x s) := by
      simp only [avg, Pi.smul_apply, smul_eq_mul, Finset.mul_sum]
      exact Finset.sum_congr rfl fun s _ => by ring
    rw [h, ih, mul_zero]
```

Next comes the multiplication of $F_S$. `Finset.prod_add` produces the sum over subsets, the term `S` is split off, and each remaining subset has fewer sites.

```lean
omit [Fintype ι] in
/-- The cluster function of `S` and its fluctuation product differ only by clusters with fewer
sites than `S`. -/
theorem refit_mem (m : ℝ) (S : Finset ι) : cluster S - fluct m S ∈ lowOrder ι S.card := by
  have h : cluster S - fluct m S =
      -(∑ T ∈ S.powerset.erase S, (-m) ^ (S \ T).card • cluster T) := by
    funext s
    have e : fluct m S s = ∑ T ∈ S.powerset, (-m) ^ (S \ T).card * cluster T s := by
      simp only [fluct, cluster, sub_eq_add_neg]
      rw [Finset.prod_add]
      exact Finset.sum_congr rfl fun T _ => by rw [Finset.prod_const, mul_comm]
    rw [← Finset.add_sum_erase _ _ (Finset.mem_powerset_self S)] at e
    simp only [Finset.sdiff_self, Finset.card_empty, pow_zero, one_mul] at e
    simp only [Pi.sub_apply, Pi.neg_apply, Finset.sum_apply, Pi.smul_apply, smul_eq_mul]
    linarith
  rw [h]
  refine Submodule.neg_mem _ (Submodule.sum_mem _ fun T hT =>
    Submodule.smul_mem _ _ (Submodule.subset_span ⟨T, ?_, rfl⟩))
  have hT' := Finset.mem_erase.mp hT
  exact Finset.card_lt_card
    (Finset.ssubset_iff_subset_ne.mpr ⟨Finset.mem_powerset.mp hT'.2, hT'.1⟩)
```

With both facts available, the square is expanded configuration by configuration. The cross term vanishes by `avg_fluct_mul`, applied to $R-g$.

```lean
/-- The error of a truncated expansion `g` is `(1 - m ^ 2) ^ k` plus the mean-square distance
of `g` from the refit `cluster S - fluct m S`, where `k` is the number of sites of `S`. -/
theorem sqError_eq (m : ℝ) (S : Finset ι) {g : (ι → Bool) → ℝ}
    (hg : g ∈ lowOrder ι S.card) :
    sqError m S g = (1 - m ^ 2) ^ S.card +
      avg m (fun s => ((cluster S - fluct m S) s - g s) ^ 2) := by
  have h0 := avg_fluct_mul m S (Submodule.sub_mem _ (refit_mem m S) hg)
  have h : sqError m S g = avg m (fun s => fluct m S s ^ 2) +
      2 * avg m (fun s => fluct m S s * (cluster S - fluct m S - g) s) +
      avg m (fun s => ((cluster S - fluct m S) s - g s) ^ 2) := by
    simp only [sqError, avg, Finset.mul_sum, ← Finset.sum_add_distrib]
    refine Finset.sum_congr rfl fun s _ => ?_
    simp only [Pi.sub_apply]
    ring
  rw [h, h0, avg_fluct_sq]
  ring
```

Q: So the minimum is immediate?

A: Nearly. The refit attains the value because its distance to itself is zero. The lower bound needs the remaining average to be nonnegative, which is where $|m|\le1$ makes the weights nonnegative.

```lean
/-- For `|m| ≤ 1`, the least mean-square error in approximating a cluster function of `k` sites
by clusters of fewer than `k` sites is `(1 - m ^ 2) ^ k`. -/
theorem isLeast_sqError {m : ℝ} (hm : |m| ≤ 1) (S : Finset ι) :
    IsLeast (sqError m S '' (lowOrder ι S.card : Set ((ι → Bool) → ℝ)))
      ((1 - m ^ 2) ^ S.card) := by
  constructor
  · refine ⟨cluster S - fluct m S, refit_mem m S, ?_⟩
    rw [sqError_eq m S (refit_mem m S)]
    simp [avg]
  · rintro _ ⟨g, hg, rfl⟩
    rw [sqError_eq m S hg]
    refine le_add_of_nonneg_right (Finset.sum_nonneg fun s _ => mul_nonneg ?_ (sq_nonneg _))
    refine Finset.prod_nonneg fun i _ => ?_
    have hb := abs_le.mp hm
    rcases s i with _ | _ <;> simp only [spin] <;> linarith
```

For uniqueness the weights are strictly positive. A vanishing sum of nonnegative terms then forces $g=R$ at every configuration.

```lean
/-- For `|m| < 1`, a truncated expansion attains the least error if and only if it is the refit
`cluster S - fluct m S`. -/
theorem sqError_eq_iff {m : ℝ} (hm : |m| < 1) (S : Finset ι) {g : (ι → Bool) → ℝ}
    (hg : g ∈ lowOrder ι S.card) :
    sqError m S g = (1 - m ^ 2) ^ S.card ↔ g = cluster S - fluct m S := by
  -- every configuration has positive probability
  have hw : ∀ s : ι → Bool, 0 < weight m s := fun s => by
    refine Finset.prod_pos fun i _ => ?_
    have hb := abs_lt.mp hm
    rcases s i with _ | _ <;> simp only [spin] <;> linarith
  rw [sqError_eq m S hg]
  constructor
  · intro h
    have h0 : ∑ s, weight m s * ((cluster S - fluct m S) s - g s) ^ 2 = 0 := by
      unfold avg at h
      linarith
    rw [Finset.sum_eq_zero_iff_of_nonneg
      (fun s _ => mul_nonneg (hw s).le (sq_nonneg _))] at h0
    funext s
    have h1 := (mul_eq_zero.mp (h0 s (Finset.mem_univ s))).resolve_left (hw s).ne'
    exact (sub_eq_zero.mp (pow_eq_zero_iff two_ne_zero |>.mp h1)).symm
  · rintro rfl
    simp [avg]
```

The last theorem takes `a` and `b` to be the least errors at `m` and `m'`, identifies them with the formula, and compares powers of $0\le1-m'^2<1-m^2$. Nonemptiness makes the exponent positive; for the empty cluster the error is $1$ at every $m$.

```lean
/-- For a nonempty cluster, the least truncation error is strictly smaller at mean spin `m'`
than at `m` whenever `|m| < |m'| ≤ 1`. -/
theorem least_error_strictAnti {m m' a b : ℝ} (h : |m| < |m'|) (hm' : |m'| ≤ 1)
    {S : Finset ι} (hS : S.Nonempty)
    (ha : IsLeast (sqError m S '' (lowOrder ι S.card : Set ((ι → Bool) → ℝ))) a)
    (hb : IsLeast (sqError m' S '' (lowOrder ι S.card : Set ((ι → Bool) → ℝ))) b) :
    b < a := by
  rw [ha.unique (isLeast_sqError (h.le.trans hm') S), hb.unique (isLeast_sqError hm' S)]
  have h1 : m ^ 2 < m' ^ 2 := sq_lt_sq.mpr h
  have h2 : 0 ≤ 1 - m' ^ 2 := by
    have hb' := abs_le.mp hm'
    nlinarith
  exact pow_lt_pow_left₀ (by linarith) h2 (Finset.card_pos.mpr hS).ne'

end

end ClusterTruncation
```

```lean
#print axioms ClusterTruncation.avg_cluster
#print axioms ClusterTruncation.sqError_eq_iff
#print axioms ClusterTruncation.least_error_strictAnti
```

```
'ClusterTruncation.avg_cluster' depends on axioms: [propext, Classical.choice, Quot.sound]
'ClusterTruncation.sqError_eq_iff' depends on axioms: [propext, Classical.choice, Quot.sound]
'ClusterTruncation.least_error_strictAnti' depends on axioms: [propext, Classical.choice, Quot.sound]
```

Q: Then may I say that refitted lower-order terms absorb more near the dilute limits?

A: Yes, for independent occupation and in the mean-square sense. Since $\langle\Phi_S^2\rangle=1$, the absorbed part is $1-(1-m^2)^k$. It includes what the constant term takes up: for a single site the refit is just the constant $m$, and the whole variance $1-m^2$ remains.
